# A screw operation with Bloch phase k on m sites has eigenvalues exp(−i(k + 2πj)/m)

The screw operation G moves a single-particle amplitude from each site of a finite cell of m sites to the next, and from the last site back to the first with a phase exp(−ik), for real k. The declaration `screw_waves` states that, for j = 0, …, m − 1, the wave with amplitude exp(ilθ) on site l, where θ = (k + 2πj)/m, is an eigenvector of G† with eigenvalue exp(iθ) and of G with eigenvalue exp(−iθ). The waves are unnormalised, with modulus 1 on every site; dividing by √m normalises them and leaves the eigenvalues as they are. The attempt proves the statement for G† entry by entry, then tries to derive the one for G from unitarity in a single chain of rewrites.

The first attempt, which Lean rejects:

```lean
import Mathlib

open Matrix

namespace ScrewWaves

noncomputable section

/-- The site following `j` in a cell of `m` sites; the last site is followed by site `0`. -/
def nextSite {m : ℕ} (j : Fin m) : Fin m :=
  if h : (j : ℕ) + 1 < m then ⟨j + 1, h⟩ else ⟨0, j.pos⟩

/-- The phase picked up on leaving site `j`: `exp(-ik)` from the last site, `1` otherwise. -/
def hopPhase {m : ℕ} (k : ℝ) (j : Fin m) : ℂ :=
  if (j : ℕ) + 1 < m then 1 else Complex.exp (-(k * Complex.I))

/-- The screw operation `G` at Bloch phase `k`, as a matrix on the `m` sites of a cell. -/
def screw (m : ℕ) (k : ℝ) : Matrix (Fin m) (Fin m) ℂ :=
  Matrix.of fun i j => if i = nextSite j then hopPhase k j else 0

/-- The phase advance per site, `(k + 2πj)/m`, of the `j`-th screw eigenstate. -/
def angle {m : ℕ} (k : ℝ) (j : Fin m) : ℝ := (k + 2 * Real.pi * (j : ℕ)) / m

/-- The matrix whose `j`-th column is the wave with amplitude `exp(i l (k + 2πj)/m)` on site `l`. -/
def waves (m : ℕ) (k : ℝ) : Matrix (Fin m) (Fin m) ℂ :=
  Matrix.of fun l j => Complex.exp (angle k j * Complex.I) ^ (l : ℕ)

/-- The position of the next site is `j + 1` inside the cell and `0` after the last site. -/
theorem nextSite_val {m : ℕ} (j : Fin m) :
    (nextSite j : ℕ) = if (j : ℕ) + 1 < m then (j : ℕ) + 1 else 0 := by
  unfold nextSite
  split_ifs <;> rfl

/-- Complex conjugation reverses the sign of a real phase. -/
theorem star_phase (x : ℝ) :
    star (Complex.exp (x * Complex.I)) = Complex.exp (-(x * Complex.I)) := by
  rw [Complex.star_def, ← Complex.exp_conj]
  simp

/-- The screw operation is unitary: `G† G = 1`. -/
theorem screw_unitary (m : ℕ) (k : ℝ) : (screw m k)ᴴ * screw m k = 1 := by
  ext a b
  rw [Matrix.mul_apply, Finset.sum_eq_single (nextSite a)]
  · by_cases hab : a = b
    · subst hab
      have hp : star (hopPhase k a) * hopPhase k a = 1 := by
        unfold hopPhase
        split_ifs
        · simp
        · rw [← star_phase, star_star, star_phase, ← Complex.exp_add]
          simp
      simpa [screw] using hp
    · -- different sites have different successors
      have hne : nextSite a ≠ nextSite b := by
        intro h
        have h' := congrArg Fin.val h
        rw [nextSite_val, nextSite_val] at h'
        apply hab
        apply Fin.ext
        have ha := a.isLt
        have hb := b.isLt
        split_ifs at h' <;> omega
      simp [screw, hne, hab]
  · intro i _ hi
    simp [screw, hi]
  · simp

/-- The `m` phase advances per site add up to `k + 2πj` over the cell. -/
theorem angle_mul {m : ℕ} (k : ℝ) (j : Fin m) :
    angle k j * m = k + 2 * Real.pi * (j : ℕ) := by
  have hm : (m : ℝ) ≠ 0 := by exact_mod_cast j.pos.ne'
  exact div_mul_cancel₀ _ hm

/-- Each wave is an eigenvector of `G†` with eigenvalue `exp(iθ)` and of `G` with `exp(-iθ)`,
where `θ = (k + 2πj)/m`. -/
theorem screw_waves (m : ℕ) (k : ℝ) :
    (screw m k)ᴴ * waves m k =
      waves m k * diagonal (fun j => Complex.exp (angle k j * Complex.I)) ∧
    screw m k * waves m k =
      waves m k * diagonal (fun j => Complex.exp (-(angle k j * Complex.I))) := by
  have h1 : (screw m k)ᴴ * waves m k =
      waves m k * diagonal (fun j => Complex.exp (angle k j * Complex.I)) := by
    ext a b
    -- going once around the cell gives the Bloch phase
    have hz : Complex.exp (angle k b * Complex.I) ^ m = Complex.exp (k * Complex.I) := by
      rw [← Complex.exp_nat_mul, Complex.exp_eq_exp_iff_exists_int]
      have h : (angle k b : ℂ) * m = k + 2 * Real.pi * (b : ℕ) := by
        exact_mod_cast angle_mul k b
      refine ⟨((b : ℕ) : ℤ), ?_⟩
      push_cast
      linear_combination Complex.I * h
    have key : star (hopPhase k a) * Complex.exp (angle k b * Complex.I) ^ (nextSite a : ℕ)
        = Complex.exp (angle k b * Complex.I) ^ (a : ℕ)
          * Complex.exp (angle k b * Complex.I) := by
      rw [nextSite_val, ← pow_succ]
      unfold hopPhase
      split_ifs with h
      · rw [star_one, one_mul]
      · have ha : (a : ℕ) + 1 = m := by
          have := a.isLt
          omega
        rw [ha, hz, ← star_phase, star_star, pow_zero, mul_one]
    rw [Matrix.mul_diagonal, Matrix.mul_apply, Finset.sum_eq_single (nextSite a)]
    · simpa [screw, waves] using key
    · intro i _ hi
      simp [screw, hi]
    · simp
  refine ⟨h1, ?_⟩
  -- unitarity turns the eigenvalue of `G†` into that of `G`
  have hD : diagonal (fun j : Fin m => Complex.exp (angle k j * Complex.I)) *
      diagonal (fun j => Complex.exp (-(angle k j * Complex.I))) = 1 := by
    rw [Matrix.diagonal_mul_diagonal, ← Matrix.diagonal_one]
    congr 1
    funext j
    rw [← Complex.exp_add, add_neg_cancel, Complex.exp_zero]
  have hG : screw m k * (screw m k)ᴴ = 1 := mul_eq_one_comm.1 (screw_unitary m k)
  rw [← mul_one (waves m k), ← hD, ← mul_assoc (waves m k), ← h1, ← mul_assoc, ← mul_assoc,
    hG, one_mul, mul_assoc (waves m k), hD, mul_one]

end

end ScrewWaves
```

The compiler's answer:

```
Main.lean:118:17: error: Tactic `rewrite` failed: Did not find an occurrence of the pattern
  waves m k * ?b * ?c
in the target expression
  (waves m k * diagonal fun j => Complex.exp (-(↑(angle k j) * Complex.I))) =
    ((screw m k)ᴴ * waves m k * diagonal fun j => Complex.exp (-(↑(angle k j) * Complex.I))) *
      diagonal fun j => Complex.exp (-(↑(angle k j) * Complex.I))

m : ℕ
k : ℝ
h1 : (screw m k)ᴴ * waves m k = waves m k * diagonal fun j => Complex.exp (↑(angle k j) * Complex.I)
hD :
  ((diagonal fun j => Complex.exp (↑(angle k j) * Complex.I)) *
      diagonal fun j => Complex.exp (-(↑(angle k j) * Complex.I))) =
    1
hG : screw m k * (screw m k)ᴴ = 1
⊢ (waves m k * diagonal fun j => Complex.exp (-(↑(angle k j) * Complex.I))) =
    ((screw m k)ᴴ * waves m k * diagonal fun j => Complex.exp (-(↑(angle k j) * Complex.I))) *
      diagonal fun j => Complex.exp (-(↑(angle k j) * Complex.I))
```

Fix (accepted with no message):

```diff
@@ -115,6 +115,13 @@
     rw [← Complex.exp_add, add_neg_cancel, Complex.exp_zero]
   have hG : screw m k * (screw m k)ᴴ = 1 := mul_eq_one_comm.1 (screw_unitary m k)
-  rw [← mul_one (waves m k), ← hD, ← mul_assoc (waves m k), ← h1, ← mul_assoc, ← mul_assoc,
-    hG, one_mul, mul_assoc (waves m k), hD, mul_one]
+  have h2 : waves m k = (screw m k)ᴴ *
+      (waves m k * diagonal (fun j => Complex.exp (-(angle k j * Complex.I)))) := by
+    rw [← mul_assoc (screw m k)ᴴ, h1, mul_assoc (waves m k), hD, mul_one]
+  calc screw m k * waves m k
+      = screw m k * ((screw m k)ᴴ *
+          (waves m k * diagonal (fun j => Complex.exp (-(angle k j * Complex.I))))) :=
+        congrArg (fun M => screw m k * M) h2
+    _ = waves m k * diagonal (fun j => Complex.exp (-(angle k j * Complex.I))) := by
+        rw [← mul_assoc (screw m k), hG, one_mul]
 
 end
```

Diagnosis. The message says that `mul_assoc (waves m k)` needs a product of the form `waves m k * ?b * ?c`, and the goal has none. The trouble starts at the head of the chain. `rw [← mul_one (waves m k)]` rewrites every occurrence of `waves m k`, so the right side of the goal is expanded along with the left. `← h1` then also acts on both sides, turning `waves m k * diagonal …` into `(screw m k)ᴴ * waves m k`. On the left, `hG` removes the adjoint. On the right it stays in front of `waves m k`, so the final steps, which should have folded the expansion back up, find nothing to match.

The repair expands only the left side. `h2` writes `waves m k` as `(screw m k)ᴴ` times the wave matrix with its columns scaled by exp(−iθ), which follows from `h1` and `hD`. The `calc` block uses `congrArg` to put this expression to the right of `screw m k`, leaving the target's right side untouched. Regrouping then brings `screw m k * (screw m k)ᴴ` together, and `hG` and `one_mul` finish the proof.
